# With complete pseudo partial waves, the PAW transform of a sphere-confined operator is its all-electron one-centre term

Take two sites, of which only the first lies in the augmentation sphere. The projector on the sphere is $P=\mathrm{diag}(1,0)$, and an operator confined to it is $A=\mathrm{diag}(a,0)$. Use one pseudo partial wave $\tilde\phi=(1,s)^T$, one all-electron partial wave $\phi=(u,s)^T$ and one projector function $p=(1,0)^T$. The PAW map is then

$$T=1+(\phi-\tilde\phi)p^H=\mathrm{diag}(u,1),\qquad T^HAT=\mathrm{diag}(|u|^2a,0).$$

The all-electron one-centre term $p\langle\phi,A\phi\rangle p^H$ is also $\mathrm{diag}(|u|^2a,0)$. The pseudo term $p\langle\tilde\phi,A\tilde\phi\rangle p^H$ is $\mathrm{diag}(a,0)=A$. In the usual expression "$A$ plus all-electron term minus pseudo term", the first and last therefore cancel.

The same happens in any finite dimension if the pseudo partial waves are complete in the sphere, which here means that together with their projector functions they reproduce, inside the sphere, the part of every vector that lies there. For a spin-orbit operator confined to one sphere, this means that the spin-orbit term of a two-component PAW calculation with such a set can be evaluated from the projections of the pseudo wavefunction and the matrix of all-electron one-centre elements.

## Partial waves as columns of matrices

```lean
import Mathlib

open Matrix
open scoped Kronecker

namespace PAWSpinOrbit

variable {n ι : Type*} [Fintype n] [Fintype ι]
```

The index type `n` labels an orthonormal basis of the one-particle space $\mathbb C^n$, and `ι` labels the partial waves. Both are finite. A `Matrix n ι ℂ` has one column per partial wave, and `ᴴ` is the conjugate transpose.

```lean
/-- The PAW map `T = 1 + ∑ i, (φ_i - φt_i) p_iᴴ`; the columns of `Φ`, `Φt` and `p` are the
all-electron partial waves, the pseudo partial waves and the projectors. -/
def pawMap [DecidableEq n] (Φ Φt p : Matrix n ι ℂ) : Matrix n n ℂ :=
  1 + (Φ - Φt) * pᴴ
```

With $\phi_i$, $\tilde\phi_i$ and $p_i$ as the columns of $\Phi$, $\tilde\Phi$ (`Φt`) and $p$, this is $T=1+\sum_i(\phi_i-\tilde\phi_i)p_i^H$. The partial waves need not agree outside the sphere, although in PAW they do.

```lean
/-- The one-centre operator with coefficients `⟨f_i, A f_j⟩` between the projectors `p`,
where the `f_i` are the columns of `F`. -/
def oneCentre (p F : Matrix n ι ℂ) (A : Matrix n n ℂ) : Matrix n n ℂ :=
  p * (Fᴴ * A * F) * pᴴ
```

For a matrix $F$ with columns $f_i$, this defines $O_F(A)=p\,(F^HAF)\,p^H$. The choice $F=\Phi$ gives the all-electron term, and $F=\tilde\Phi$ the pseudo term.

```lean
/-- The three Pauli matrices. -/
def pauli : Fin 3 → Matrix (Fin 2) (Fin 2) ℂ :=
  ![!![0, 1; 1, 0], !![0, -Complex.I; Complex.I, 0], !![1, 0; 0, -1]]
```

Lean counts from zero, so `pauli 0`, `pauli 1` and `pauli 2` are $\sigma_x$, $\sigma_y$ and $\sigma_z$.

```lean
/-- The two-component spin-orbit operator `∑ k, W_k ⊗ σ_k` with spatial components `W_k`. -/
def spinOrbit (W : Fin 3 → Matrix n n ℂ) : Matrix (n × Fin 2) (n × Fin 2) ℂ :=
  ∑ k, W k ⊗ₖ pauli k
```

This is $\sum_k W_k\otimes\sigma_k$, where `⊗ₖ` is the Kronecker product and a spinor component carries the index pair (site, spin). Physically, $W_k$ stands for a radial function times the orbital angular momentum $L_k$. The code leaves the $W_k$ general and does not require them to be Hermitian.

## Two ways to write the one-centre term

```lean
/-- The one-centre operator written out as the double sum of `p_i ⟨f_i, A f_j⟩ p_jᴴ`. -/
theorem oneCentre_eq_sum (p F : Matrix n ι ℂ) (A : Matrix n n ℂ) :
    oneCentre p F A = ∑ i, ∑ j,
      (star (fun a => F a i) ⬝ᵥ A *ᵥ (fun a => F a j)) •
        vecMulVec (fun a => p a i) (star (fun a => p a j)) := by
  -- expansion of p M pᴴ for any coefficient matrix M
  have key : ∀ M : Matrix ι ι ℂ, p * M * pᴴ = ∑ i, ∑ j,
      M i j • vecMulVec (fun a => p a i) (star (fun a => p a j)) := by
    intro M
    ext a b
    simp only [Matrix.mul_apply, Matrix.sum_apply, Matrix.smul_apply, vecMulVec_apply,
      Pi.star_apply, conjTranspose_apply, smul_eq_mul, Finset.sum_mul]
    rw [Finset.sum_comm]
    refine Finset.sum_congr rfl fun i _ => Finset.sum_congr rfl fun j _ => ?_
    ring
  rw [oneCentre, key]
  refine Finset.sum_congr rfl fun i _ => Finset.sum_congr rfl fun j _ => ?_
  -- the coefficients are the matrix elements of A
  rw [Matrix.mul_assoc]
  rfl
```

A Lean theorem lists its data and hypotheses before the colon, its claim after it, and its proof after `by`. The claim here is

$$O_F(A)=\sum_{i,j}\langle f_i,Af_j\rangle\,p_ip_j^H.$$

In the code, `star v ⬝ᵥ w` is the inner product $\langle v,w\rangle$, `*ᵥ` applies a matrix to a vector, and `vecMulVec` forms the outer product.

By hand, the $(a,b)$ entry of $pMp^H$ is $\sum_{i,j}p_{ai}M_{ij}\overline{p_{bj}}$ for any coefficient matrix $M$. That is `key`, where `Finset.sum_comm` exchanges the two sums. Setting $M_{ij}=(F^HAF)_{ij}=\langle f_i,Af_j\rangle$ finishes the proof.

```lean
/-- The one-centre operator is `A` sandwiched between the expansion `∑ i, f_i p_iᴴ` and its
adjoint. -/
theorem oneCentre_eq_sandwich (p F : Matrix n ι ℂ) (A : Matrix n n ℂ) :
    oneCentre p F A = (F * pᴴ)ᴴ * A * (F * pᴴ) := by
  simp only [oneCentre, conjTranspose_mul, conjTranspose_conjTranspose, Matrix.mul_assoc]
```

Since $(Fp^H)^H=pF^H$, we have $O_F(A)=(Fp^H)^HA(Fp^H)$. The proof only expands the adjoint and regroups the products.

## A confined operator sees only the sphere

```lean
/-- An operator `A = P A P`, with `P` Hermitian, sees only the part `P X` of a map `X`. -/
theorem local_sandwich {P A : Matrix n n ℂ} (hP : Pᴴ = P) (hA : P * A * P = A)
    (X : Matrix n n ℂ) : Xᴴ * A * X = (P * X)ᴴ * A * (P * X) := by
  rw [conjTranspose_mul, hP]
  calc Xᴴ * A * X = Xᴴ * (P * A * P) * X := by rw [hA]
    _ = Xᴴ * P * A * (P * X) := by simp only [Matrix.mul_assoc]
```

The hypothesis `hA` says $PAP=A$: the operator acts only within the sphere. It stands for the approximation that keeps spin-orbit coupling only near the nucleus, where it is strong. For any matrix $X$,

$$X^HAX=X^HPAPX=(PX)^HA(PX),$$

where the last step uses $P^H=P$. The `calc` block shows the same chain.

```lean
/-- For any set of partial waves, complete or not, the PAW transform of an operator `A = P A P`
in the sphere of the orthogonal projector `P` is `A` sandwiched between `∑ i, φ_i p_iᴴ + R` and
its adjoint, where `R = P - ∑ i, P φt_i p_iᴴ` is the truncation defect. -/
theorem paw_transform_truncated [DecidableEq n] {P A : Matrix n n ℂ} (Φ Φt p : Matrix n ι ℂ)
    (hP : Pᴴ = P) (hP2 : P * P = P) (hA : P * A * P = A) :
    (pawMap Φ Φt p)ᴴ * A * pawMap Φ Φt p =
      (Φ * pᴴ + (P - P * Φt * pᴴ))ᴴ * A * (Φ * pᴴ + (P - P * Φt * pᴴ)) := by
  -- inside the sphere both maps agree
  have hin : P * pawMap Φ Φt p = P * (Φ * pᴴ + (P - P * Φt * pᴴ)) := by
    simp only [pawMap, Matrix.mul_add, Matrix.mul_sub, Matrix.sub_mul, Matrix.mul_one,
      ← Matrix.mul_assoc, hP2]
    abel
  rw [local_sandwich hP hA (pawMap Φ Φt p), hin, ← local_sandwich hP hA]
```

Completeness is not yet assumed. Define the truncation defect $R=P-P\tilde\Phi p^H$ and put $S=\Phi p^H+R$. The claim is $T^HAT=S^HAS$. Using $P^2=P$,

$$PS=P\Phi p^H+P-P\tilde\Phi p^H=PT.$$

This is `hin`. The previous theorem, applied once in each direction, then gives

$$T^HAT=(PT)^HA(PT)=(PS)^HA(PS)=S^HAS.$$

## What completeness removes

```lean
/-- If the pseudo partial waves are complete in the sphere, `∑ i, P φt_i p_iᴴ = P` with `P`
Hermitian, then an operator `A = P A P` equals its pseudo one-centre expansion. -/
theorem pseudo_expansion {P A : Matrix n n ℂ} {Φt p : Matrix n ι ℂ}
    (hP : Pᴴ = P) (hA : P * A * P = A) (hc : P * Φt * pᴴ = P) :
    oneCentre p Φt A = A := by
  rw [oneCentre_eq_sandwich, local_sandwich hP hA, ← Matrix.mul_assoc P Φt pᴴ, hc, hP, hA]
```

The new hypothesis `hc` is $P\tilde\Phi p^H=P$: inside the sphere, the pseudo partial waves with their projectors reproduce every vector's part there. A finite set in a real calculation meets this only approximately. Under this condition,

$$O_{\tilde\Phi}(A)=(\tilde\Phi p^H)^HA(\tilde\Phi p^H)=(P\tilde\Phi p^H)^HA(P\tilde\Phi p^H)=PAP=A.$$

The `rw` line makes these replacements from left to right.

```lean
/-- Let `P` be an orthogonal projector, `A = P A P`, and let the pseudo partial waves be complete
in the sphere, `∑ i, P φt_i p_iᴴ = P`. Then the PAW transform of `A` is the all-electron
one-centre operator alone. -/
theorem paw_transform_local [DecidableEq n] {P A : Matrix n n ℂ} (Φ : Matrix n ι ℂ)
    {Φt p : Matrix n ι ℂ} (hP : Pᴴ = P) (hP2 : P * P = P) (hA : P * A * P = A)
    (hc : P * Φt * pᴴ = P) :
    (pawMap Φ Φt p)ᴴ * A * pawMap Φ Φt p = oneCentre p Φ A := by
  rw [paw_transform_truncated Φ Φt p hP hP2 hA, hc, sub_self, add_zero, oneCentre_eq_sandwich]
```

Completeness also makes $R=0$, so $S=\Phi p^H$ and

$$T^HAT=(\Phi p^H)^HA(\Phi p^H)=O_\Phi(A)=\sum_{i,j}p_i\langle\phi_i,A\phi_j\rangle p_j^H.$$

In the proof, `hc` turns the defect into $P-P$, and `sub_self` and `add_zero` remove it.

```lean
/-- Under the same conditions (`P` an orthogonal projector, `A = P A P`, pseudo partial waves
complete in the sphere) the PAW transform of `A` has the three-term form: `A` itself, plus the
all-electron one-centre operator, minus the pseudo one-centre operator. -/
theorem paw_three_terms [DecidableEq n] {P A : Matrix n n ℂ} (Φ : Matrix n ι ℂ)
    {Φt p : Matrix n ι ℂ} (hP : Pᴴ = P) (hP2 : P * P = P) (hA : P * A * P = A)
    (hc : P * Φt * pᴴ = P) :
    (pawMap Φ Φt p)ᴴ * A * pawMap Φ Φt p = A + oneCentre p Φ A - oneCentre p Φt A := by
  rw [paw_transform_local Φ hP hP2 hA hc, pseudo_expansion hP hA hc, add_sub_cancel_left]
```

Because $O_{\tilde\Phi}(A)=A$, the result can also be written as $T^HAT=A+O_\Phi(A)-O_{\tilde\Phi}(A)$, which is the familiar three-term form.

Both forms can fail without completeness. Let the sphere be all of $\mathbb C^2$, so $P=1$, and take

$$A=\begin{pmatrix}0&-i\\ i&0\end{pmatrix},\qquad \tilde\phi=p=(1,0)^T,\qquad \phi=(2,0)^T.$$

Then $T=\mathrm{diag}(2,1)$ and $T^HAT=2A$. Both one-centre terms vanish, because $A$ has no diagonal elements. The all-electron term alone gives $0$, and the three-term form gives $A$. Here $\langle p,\tilde\phi\rangle=1$, so biorthogonality does not replace completeness.

## Spinors and expectation values

```lean
/-- Two-component form: let `P` be an orthogonal projector, let every spatial component satisfy
`W_k = P W_k P`, and let the pseudo partial waves be complete in the sphere. Then the
spin-independent PAW map turns the spin-orbit operator into the one whose spatial components are
the all-electron one-centre operators of the `W_k`. -/
theorem paw_spinOrbit [DecidableEq n] {P : Matrix n n ℂ} {W : Fin 3 → Matrix n n ℂ}
    (Φ : Matrix n ι ℂ) {Φt p : Matrix n ι ℂ} (hP : Pᴴ = P) (hP2 : P * P = P)
    (hW : ∀ k, P * W k * P = W k) (hc : P * Φt * pᴴ = P) :
    (pawMap Φ Φt p ⊗ₖ (1 : Matrix (Fin 2) (Fin 2) ℂ))ᴴ * spinOrbit W *
        (pawMap Φ Φt p ⊗ₖ (1 : Matrix (Fin 2) (Fin 2) ℂ)) =
      spinOrbit (fun k => oneCentre p Φ (W k)) := by
  simp only [spinOrbit, Matrix.mul_sum, Matrix.sum_mul]
  refine Finset.sum_congr rfl fun k _ => ?_
  -- space and spin factors multiply separately
  rw [conjTranspose_kronecker, ← mul_kronecker_mul, ← mul_kronecker_mul, conjTranspose_one,
    Matrix.one_mul, Matrix.mul_one, paw_transform_local Φ hP hP2 (hW k) hc]
```

The PAW map acts on spinors as $T\otimes1$, which means that the partial waves and projectors do not depend on spin, as in a scalar-relativistic data set. Every $W_k$ must be confined to the sphere. Space and spin factors multiply separately:

$$(T\otimes1)^H(W_k\otimes\sigma_k)(T\otimes1)=(T^HW_kT)\otimes\sigma_k=O_\Phi(W_k)\otimes\sigma_k.$$

Summing over $k$ gives the transformed spin-orbit operator. In Lean, `mul_kronecker_mul` separates the factors, and `paw_transform_local` handles the spatial one.

```lean
/-- For an orthogonal projector `P`, `A = P A P` and pseudo partial waves complete in the sphere,
`⟨T ψ, A T ψ⟩` equals the sum over `i` and `j` of `conj c_i * ⟨φ_i, A φ_j⟩ * c_j`, where
`c_i = ⟨p_i, ψ⟩` are the projections of `ψ`. -/
theorem paw_expectation [DecidableEq n] {P A : Matrix n n ℂ} (Φ : Matrix n ι ℂ)
    {Φt p : Matrix n ι ℂ} (hP : Pᴴ = P) (hP2 : P * P = P) (hA : P * A * P = A)
    (hc : P * Φt * pᴴ = P) (ψ : n → ℂ) :
    star (pawMap Φ Φt p *ᵥ ψ) ⬝ᵥ A *ᵥ (pawMap Φ Φt p *ᵥ ψ) =
      star (pᴴ *ᵥ ψ) ⬝ᵥ (Φᴴ * A * Φ) *ᵥ (pᴴ *ᵥ ψ) := by
  have h := paw_transform_local Φ hP hP2 hA hc
  simp only [oneCentre, Matrix.mul_assoc] at h
  rw [star_mulVec, star_mulVec, ← dotProduct_mulVec, ← dotProduct_mulVec]
  simp only [mulVec_mulVec, conjTranspose_conjTranspose, Matrix.mul_assoc]
  rw [h]
```

For a pseudo wavefunction $\psi$, let $c=p^H\psi$, so that $c_i=\langle p_i,\psi\rangle$. Then

$$\langle T\psi,AT\psi\rangle=\psi^HT^HAT\psi=\psi^Hp(\Phi^HA\Phi)p^H\psi=c^H(\Phi^HA\Phi)c.$$

The proof moves the matrices onto $\psi$ and inserts the operator identity `h`. This is the expectation value of $A$ in the all-electron state if $\lVert T\psi\rVert=1$. For any other $T\psi\neq0$, the expectation value is $c^H(\Phi^HA\Phi)c/\lVert T\psi\rVert^2$. The theorem treats one spatial component; spinors are covered by the preceding operator identity.

## Three sites, two of them in the sphere

```lean
/-- An explicit instance of the conditions: three sites with the first two in the sphere, two
pseudo partial waves that reach outside it, and `A` the generator of rotations in the sphere. -/
theorem paw_transform_local_witness :
    let P : Matrix (Fin 3) (Fin 3) ℂ := !![1, 0, 0; 0, 1, 0; 0, 0, 0]
    let A : Matrix (Fin 3) (Fin 3) ℂ := !![0, -Complex.I, 0; Complex.I, 0, 0; 0, 0, 0]
    let Φt : Matrix (Fin 3) (Fin 2) ℂ := !![1, 0; 0, 1; 1, 1]
    let p : Matrix (Fin 3) (Fin 2) ℂ := !![1, 0; 0, 1; 0, 0]
    Pᴴ = P ∧ P * P = P ∧ P * A * P = A ∧ P * Φt * pᴴ = P := by
  intro P A Φt p
  refine ⟨?_, ?_, ?_, ?_⟩ <;> ext i j <;> fin_cases i <;> fin_cases j <;>
    simp [P, A, Φt, p, Matrix.mul_apply, Fin.sum_univ_succ]

end PAWSpinOrbit
```

All four conditions are met by a concrete choice. On the two sites in the sphere, $A$ is the matrix of $L_z$ between $p_x$ and $p_y$ orbitals, with $\hbar=1$. No $\Phi$ appears, because the conditions do not restrict the all-electron partial waves. The proof checks the matrices entry by entry.

The example also shows that completeness in the sphere does not imply $\tilde\Phi p^H=P$, without the leading $P$. Here

$$\tilde\Phi p^H=\begin{pmatrix}1&0&0\\0&1&0\\1&1&0\end{pmatrix}\neq P,$$

because the pseudo partial waves have tails outside the sphere. The projector on the left removes the third row and restores the equality.

```lean
#print axioms PAWSpinOrbit.paw_transform_local
#print axioms PAWSpinOrbit.paw_three_terms
#print axioms PAWSpinOrbit.paw_spinOrbit
#print axioms PAWSpinOrbit.paw_expectation
```

```
'PAWSpinOrbit.paw_transform_local' depends on axioms: [propext, Classical.choice, Quot.sound]
'PAWSpinOrbit.paw_three_terms' depends on axioms: [propext, Classical.choice, Quot.sound]
'PAWSpinOrbit.paw_spinOrbit' depends on axioms: [propext, Classical.choice, Quot.sound]
'PAWSpinOrbit.paw_expectation' depends on axioms: [propext, Classical.choice, Quot.sound]
```
